# Multilevel hat functions on the unit interval give a diagonal Laplacian matrix

## A particle in a box on successively finer meshes

Put a particle in a one-dimensional box with hard walls at x = 0 and x = 1, and expand its wave function in piecewise linear hats. In the usual basis of equal hats on one mesh, neighbours couple through the kinetic energy, and the condition number of the matrix grows as the mesh is refined. Suppose that we keep the wide hats and add narrower ones level by level. What does the Laplacian matrix look like then?

## The basis and its matrix

The unit hat is L(x) = max(0, 1 − |2x − 1|), with peak value 1 at x = 1/2. For a level j = 0, 1, 2, … and a position 0 ≤ k < 2^j, set

f_jk(x) = 2^(j/2) L(2^j x − k).

This function lives on the cell from k/2^j to (k+1)/2^j and vanishes at both walls. The result is

∫₀¹ f_jk′ f_lm′ dx = 4^(j+1) if (j,k) = (l,m), and 0 otherwise.

In Lean, f_jk is `basis j k` and the integral is `stiffness j k l m`, with Lean's own `deriv`. At the kinks `deriv` returns 0, which does not affect the integral. The theorem `stiffness_eq` assumes `k < 2 ^ j` and `m < 2 ^ l`, which place both cells inside the box.

The type `Index J` collects the pairs (level, position) for levels 0 to J − 1, and `stiffnessMatrix J` is the matrix A over these pairs. With D the diagonal matrix of entries 2^(−j), `scaled_stiffnessMatrix` states D A D = 4·1 for every J.

The matrix A represents −d²/dx² in weak form; the kinetic energy has a further factor ħ²/2M, with M the particle's mass. The hats are not orthonormal in the ordinary inner product, so the entries of A are not energy levels. A potential would add its own matrix, in general not diagonal. In higher dimensions, products of these hats bring overlap integrals into the Laplacian, and the diagonal form is lost.

## Why a coarse slope is invisible to a finer hat

The slope of f_jk is +2·2^j·2^(j/2) on the left half of its cell, the negative of this on the right half, and 0 outside. For any g integrable on both halves,

∫₀¹ f_jk′ g dx = 2·2^j·2^(j/2) (∫_left g dx − ∫_right g dx).

Each half has width 2^(−j)/2. If g equals c₁ on the left half and c₂ on the right, this becomes

∫₀¹ f_jk′ g dx = 2^(j/2) (c₁ − c₂).

Now take g = f_lm′.

- **Same function.** Here c₁ = 2·2^j·2^(j/2) and c₂ = −c₁, so the integral is 2^(j/2)·4·2^j·2^(j/2) = 4^(j+1).
- **Same level, k ≠ m.** The cells do not overlap, so c₁ = c₂ = 0.
- **Coarser level, l < j.** The kinks of f_lm lie at multiples of 2^(−l−1). Since l + 1 ≤ j, these are multiples of 2^(−j), and none falls inside the cell of f_jk. Hence c₁ = c₂ and the integral vanishes.
- **Finer level, l > j.** Exchange the two functions.

Scaling a diagonal entry gives 2^(−j)·4^(j+1)·2^(−j) = 4.

## Solving the Poisson equation by division

For −u″ = ρ with u(0) = u(1) = 0, the Galerkin equations in this one-dimensional basis need no linear solver. The coefficient of f_jk is

c_jk = 4^(−j−1) ∫₀¹ ρ f_jk dx.

The theorem `hierarchical_surplus` evaluates the pairing for a function u with continuous derivative on the real line:

∫₀¹ f_jk′ u′ dx = 2·2^j·2^(j/2) (2u(mid) − u(left) − u(right)),

where the three points are the midpoint and ends of the cell. Dividing by 4^(j+1) gives 2^(−j/2) times u(mid) − (u(left) + u(right))/2, the hierarchical surplus. An adaptive code can use its size to decide where to refine.

## The complete Lean file

```lean
import Mathlib

open MeasureTheory

namespace MultilevelHatBasis

noncomputable section

/-- The hat function on the unit interval, with peak value one at the midpoint. -/
def hat (x : ℝ) : ℝ := max 0 (1 - |2 * x - 1|)

/-- The hat function of level `j` and position `k`, with amplitude `2^(j/2)`. -/
def basis (j k : ℕ) (x : ℝ) : ℝ := √(2 ^ j) * hat (2 ^ j * x - k)

/-- The point with coordinate `t` in units of the level-`j` mesh width `2^(-j)`. -/
def node (j : ℕ) (t : ℝ) : ℝ := t / 2 ^ j

/-- The matrix element of the one-dimensional Laplacian (in weak form) between two
basis functions on the unit interval. -/
def stiffness (j k l m : ℕ) : ℝ :=
  ∫ x in (0 : ℝ)..1, deriv (basis j k) x * deriv (basis l m) x

/-- The labels (level, position) of all basis functions on the first `J` levels. -/
abbrev Index (J : ℕ) := (j : Fin J) × Fin (2 ^ (j : ℕ))

/-- The Laplacian matrix in the basis of the first `J` levels. -/
def stiffnessMatrix (J : ℕ) : Matrix (Index J) (Index J) ℝ :=
  fun p q => stiffness p.1 p.2 q.1 q.2

/-- The hat has slope `2` on its left half, `-2` on its right half and `0` outside. -/
theorem hasDerivAt_hat (y : ℝ) :
    (0 < y → y < 1 / 2 → HasDerivAt hat 2 y) ∧
    (1 / 2 < y → y < 1 → HasDerivAt hat (-2) y) ∧
    (y < 0 ∨ 1 < y → HasDerivAt hat 0 y) := by
  refine ⟨fun h0 h1 => ?_, fun h0 h1 => ?_, fun h => ?_⟩
  · have hd : HasDerivAt (fun z : ℝ => 2 * z) 2 y :=
      ((hasDerivAt_id' y).const_mul 2).congr_deriv (mul_one _)
    refine hd.congr_of_eventuallyEq ?_
    filter_upwards [Ioo_mem_nhds h0 h1] with z hz
    have ha : |2 * z - 1| = 1 - 2 * z := by
      rw [abs_of_neg (show 2 * z - 1 < 0 by linarith [hz.2])]; ring
    rw [hat, ha, max_eq_right (show (0 : ℝ) ≤ 1 - (1 - 2 * z) by linarith [hz.1])]
    ring
  · have hd : HasDerivAt (fun z : ℝ => 2 + (-2) * z) (-2) y :=
      (((hasDerivAt_id' y).const_mul (-2)).const_add 2).congr_deriv (mul_one _)
    refine hd.congr_of_eventuallyEq ?_
    filter_upwards [Ioo_mem_nhds h0 h1] with z hz
    have ha : |2 * z - 1| = 2 * z - 1 :=
      abs_of_pos (show 0 < 2 * z - 1 by linarith [hz.1])
    rw [hat, ha, max_eq_right (show (0 : ℝ) ≤ 1 - (2 * z - 1) by linarith [hz.2])]
    ring
  · refine (hasDerivAt_const y (0 : ℝ)).congr_of_eventuallyEq ?_
    rcases h with h | h
    · filter_upwards [Iio_mem_nhds h] with z hz
      have hz' : z < 0 := hz
      exact max_eq_left (by linarith [neg_le_abs (2 * z - 1)])
    · filter_upwards [Ioi_mem_nhds h] with z hz
      have hz' : 1 < z := hz
      exact max_eq_left (by linarith [le_abs_self (2 * z - 1)])

/-- The slopes of a basis function on the two halves of its cell and outside the cell. -/
theorem deriv_basis (j k : ℕ) (x : ℝ) :
    ((k : ℝ) < 2 ^ j * x → 2 ^ j * x < (k : ℝ) + 1 / 2 →
      deriv (basis j k) x = √(2 ^ j) * (2 * 2 ^ j)) ∧
    ((k : ℝ) + 1 / 2 < 2 ^ j * x → 2 ^ j * x < (k : ℝ) + 1 →
      deriv (basis j k) x = √(2 ^ j) * (-2 * 2 ^ j)) ∧
    (2 ^ j * x < (k : ℝ) ∨ (k : ℝ) + 1 < 2 ^ j * x → deriv (basis j k) x = 0) := by
  -- chain rule for the rescaled hat
  have chain : ∀ s : ℝ, HasDerivAt hat s (2 ^ j * x - k) →
      deriv (basis j k) x = √(2 ^ j) * (s * 2 ^ j) := by
    intro s hs
    have h1 : HasDerivAt (fun z : ℝ => 2 ^ j * z - (k : ℝ)) (2 ^ j) x :=
      (((hasDerivAt_id' x).const_mul ((2 : ℝ) ^ j)).sub_const (k : ℝ)).congr_deriv
        (mul_one _)
    have h2 : HasDerivAt (basis j k) (√(2 ^ j) * (s * 2 ^ j)) x :=
      (HasDerivAt.comp x hs h1).const_mul (√(2 ^ j))
    exact h2.deriv
  obtain ⟨hl, hr, ho⟩ := hasDerivAt_hat (2 ^ j * x - k)
  refine ⟨fun h0 h1 => chain _ (hl (by linarith) (by linarith)),
    fun h0 h1 => chain _ (hr (by linarith) (by linarith)), fun h => ?_⟩
  rw [chain 0 (ho (h.imp (fun h => by linarith) (fun h => by linarith)))]
  ring

/-- Comparing a position with a mesh point amounts to comparing coordinates in mesh units. -/
theorem node_lt_iff (j : ℕ) (t x : ℝ) :
    (node j t < x ↔ t < 2 ^ j * x) ∧ (x < node j t ↔ 2 ^ j * x < t) := by
  have hp : (0 : ℝ) < 2 ^ j := by positivity
  unfold node
  exact ⟨by rw [div_lt_iff₀ hp, mul_comm], by rw [lt_div_iff₀ hp, mul_comm]⟩

/-- Two functions that agree inside an interval have the same integral over it, and
integrability passes from one to the other. -/
theorem integral_piece {F G : ℝ → ℝ} {a b : ℝ} (hab : a ≤ b)
    (hG : IntervalIntegrable G volume a b) (h : ∀ x ∈ Set.Ioo a b, F x = G x) :
    IntervalIntegrable F volume a b ∧ ∫ x in a..b, F x = ∫ x in a..b, G x := by
  constructor
  · rw [intervalIntegrable_iff_integrableOn_Ioo_of_le hab] at hG ⊢
    exact hG.congr_fun (fun x hx => (h x hx).symm) measurableSet_Ioo
  · rw [intervalIntegral.integral_of_le hab, intervalIntegral.integral_of_le hab,
      integral_Ioc_eq_integral_Ioo, integral_Ioc_eq_integral_Ioo]
    exact setIntegral_congr_fun measurableSet_Ioo h

/-- Integrating a function against the slope of a basis function gives a multiple of the
difference of its integrals over the two halves of the cell. -/
theorem integral_deriv_basis_mul {j k : ℕ} (hk : k < 2 ^ j) {g : ℝ → ℝ}
    (h1 : IntervalIntegrable g volume (node j k) (node j (k + 1 / 2)))
    (h2 : IntervalIntegrable g volume (node j (k + 1 / 2)) (node j (k + 1))) :
    ∫ x in (0 : ℝ)..1, deriv (basis j k) x * g x = √(2 ^ j) * (2 * 2 ^ j) *
      ((∫ x in node j k..node j (k + 1 / 2), g x) -
        ∫ x in node j (k + 1 / 2)..node j (k + 1), g x) := by
  have hp : (0 : ℝ) < 2 ^ j := by positivity
  have mono : ∀ s t : ℝ, s ≤ t → node j s ≤ node j t := fun s t h => by
    unfold node; gcongr
  have ha : 0 ≤ node j k := by unfold node; positivity
  have hb : node j (k + 1) ≤ 1 :=
    (div_le_one hp).2 (by exact_mod_cast Nat.succ_le_of_lt hk)
  -- the four pieces: left of the cell, its two halves, right of the cell
  obtain ⟨i1, q1⟩ := integral_piece (F := fun x => deriv (basis j k) x * g x)
    (G := fun _ => 0) ha intervalIntegrable_const (fun x hx => by
      simp only [(deriv_basis j k x).2.2 (Or.inl ((node_lt_iff j _ x).2.1 hx.2)), zero_mul])
  obtain ⟨i2, q2⟩ := integral_piece (F := fun x => deriv (basis j k) x * g x)
    (G := fun x => √(2 ^ j) * (2 * 2 ^ j) * g x) (mono k (k + 1 / 2) (by linarith))
    (h1.const_mul _) (fun x hx => by
      simp only [(deriv_basis j k x).1 ((node_lt_iff j _ x).1.1 hx.1)
        ((node_lt_iff j _ x).2.1 hx.2)])
  obtain ⟨i3, q3⟩ := integral_piece (F := fun x => deriv (basis j k) x * g x)
    (G := fun x => √(2 ^ j) * (-2 * 2 ^ j) * g x)
    (mono (k + 1 / 2) (k + 1) (by linarith)) (h2.const_mul _) (fun x hx => by
      simp only [(deriv_basis j k x).2.1 ((node_lt_iff j _ x).1.1 hx.1)
        ((node_lt_iff j _ x).2.1 hx.2)])
  obtain ⟨i4, q4⟩ := integral_piece (F := fun x => deriv (basis j k) x * g x)
    (G := fun _ => 0) hb intervalIntegrable_const (fun x hx => by
      simp only [(deriv_basis j k x).2.2 (Or.inr ((node_lt_iff j _ x).1.1 hx.1)), zero_mul])
  rw [intervalIntegral.integral_zero] at q1 q4
  rw [intervalIntegral.integral_const_mul] at q2 q3
  have e1 := intervalIntegral.integral_add_adjacent_intervals i1 i2
  have e2 := intervalIntegral.integral_add_adjacent_intervals (i1.trans i2) i3
  have e3 := intervalIntegral.integral_add_adjacent_intervals ((i1.trans i2).trans i3) i4
  linear_combination q1 + q2 + q3 + q4 - e1 - e2 - e3

/-- For a function with constant values `c₁` and `c₂` on the two halves of the cell, the
integral against the slope of the basis function is `2^(j/2) (c₁ - c₂)`. -/
theorem integral_deriv_basis_mul_step {j k : ℕ} (hk : k < 2 ^ j) {g : ℝ → ℝ} {c₁ c₂ : ℝ}
    (h1 : ∀ x, (k : ℝ) < 2 ^ j * x → 2 ^ j * x < (k : ℝ) + 1 / 2 → g x = c₁)
    (h2 : ∀ x, (k : ℝ) + 1 / 2 < 2 ^ j * x → 2 ^ j * x < (k : ℝ) + 1 → g x = c₂) :
    ∫ x in (0 : ℝ)..1, deriv (basis j k) x * g x = √(2 ^ j) * (c₁ - c₂) := by
  have mono : ∀ s t : ℝ, s ≤ t → node j s ≤ node j t := fun s t h => by
    unfold node; gcongr
  obtain ⟨i1, e1⟩ := integral_piece (F := g) (G := fun _ => c₁)
    (mono k (k + 1 / 2) (by linarith)) intervalIntegrable_const
    (fun x hx => h1 x ((node_lt_iff j _ x).1.1 hx.1) ((node_lt_iff j _ x).2.1 hx.2))
  obtain ⟨i2, e2⟩ := integral_piece (F := g) (G := fun _ => c₂)
    (mono (k + 1 / 2) (k + 1) (by linarith)) intervalIntegrable_const
    (fun x hx => h2 x ((node_lt_iff j _ x).1.1 hx.1) ((node_lt_iff j _ x).2.1 hx.2))
  rw [integral_deriv_basis_mul hk i1 i2, e1, e2]
  simp only [intervalIntegral.integral_const, smul_eq_mul, node]
  have hi : (2 : ℝ) ^ j * (2 ^ j)⁻¹ = 1 := mul_inv_cancel₀ (by positivity)
  linear_combination √(2 ^ j) * (c₁ - c₂) * hi

/-- On the cell of a basis function, every coarser basis function and every other one of
the same level has constant slope. -/
theorem deriv_basis_const_on_cell {j k l m : ℕ} (h : l < j ∨ (l = j ∧ k ≠ m)) :
    ∃ c : ℝ, ∀ x : ℝ, (k : ℝ) < 2 ^ j * x → 2 ^ j * x < (k : ℝ) + 1 →
      deriv (basis l m) x = c := by
  rcases h with h | ⟨rfl, h⟩
  · obtain ⟨d, rfl⟩ := Nat.exists_eq_add_of_lt h
    -- the cell lies in the half-cell number `q` of the coarser level
    obtain ⟨q, hq1, hq2⟩ : ∃ q : ℕ, 2 ^ d * q ≤ k ∧ k + 1 ≤ 2 ^ d * (q + 1) :=
      ⟨k / 2 ^ d, Nat.mul_div_le k (2 ^ d), Nat.lt_mul_div_succ k (by positivity)⟩
    have r1 : (2 : ℝ) ^ d * q ≤ k := by exact_mod_cast hq1
    have r2 : (k : ℝ) + 1 ≤ 2 ^ d * (q + 1) := by exact_mod_cast hq2
    have hd : (0 : ℝ) ≤ 2 ^ d := by positivity
    have loc : ∀ x : ℝ, (k : ℝ) < 2 ^ (l + d + 1) * x → 2 ^ (l + d + 1) * x < (k : ℝ) + 1 →
        (q : ℝ) < 2 * (2 ^ l * x) ∧ 2 * (2 ^ l * x) < (q : ℝ) + 1 := by
      intro x a b
      have e : (2 : ℝ) ^ (l + d + 1) * x = 2 ^ d * (2 * (2 ^ l * x)) := by ring
      rw [e] at a b
      exact ⟨lt_of_mul_lt_mul_left (lt_of_le_of_lt r1 a) hd,
        lt_of_mul_lt_mul_left (lt_of_lt_of_le b r2) hd⟩
    have cases4 : q + 1 ≤ 2 * m ∨ q = 2 * m ∨ q = 2 * m + 1 ∨ 2 * m + 2 ≤ q := by omega
    rcases cases4 with c | c | c | c
    · have c' : (q : ℝ) + 1 ≤ 2 * m := by exact_mod_cast c
      exact ⟨0, fun x a b => (deriv_basis l m x).2.2 (Or.inl (by linarith [(loc x a b).2]))⟩
    · have c' : (q : ℝ) = 2 * m := by exact_mod_cast c
      exact ⟨_, fun x a b => (deriv_basis l m x).1 (by linarith [(loc x a b).1])
        (by linarith [(loc x a b).2])⟩
    · have c' : (q : ℝ) = 2 * m + 1 := by exact_mod_cast c
      exact ⟨_, fun x a b => (deriv_basis l m x).2.1 (by linarith [(loc x a b).1])
        (by linarith [(loc x a b).2])⟩
    · have c' : 2 * (m : ℝ) + 2 ≤ q := by exact_mod_cast c
      exact ⟨0, fun x a b => (deriv_basis l m x).2.2 (Or.inr (by linarith [(loc x a b).1]))⟩
  · refine ⟨0, fun x a b => (deriv_basis l m x).2.2 ?_⟩
    rcases Nat.lt_or_gt_of_ne h with c | c
    · have c' : (k : ℝ) + 1 ≤ m := by exact_mod_cast Nat.succ_le_of_lt c
      exact Or.inl (by linarith)
    · have c' : (m : ℝ) + 1 ≤ k := by exact_mod_cast Nat.succ_le_of_lt c
      exact Or.inr (by linarith)

/-- The Laplacian matrix element between two multilevel hat functions is `4^(j+1)` if they
coincide and zero otherwise. -/
theorem stiffness_eq {j k l m : ℕ} (hk : k < 2 ^ j) (hm : m < 2 ^ l) :
    stiffness j k l m = if j = l ∧ k = m then 4 ^ (j + 1) else 0 := by
  -- the matrix element with a coarser function, or with another one of the same level, is zero
  have key : ∀ {j k l m : ℕ}, k < 2 ^ j → (l < j ∨ (l = j ∧ k ≠ m)) →
      stiffness j k l m = 0 := by
    intro j k l m hk h
    obtain ⟨c, hc⟩ := deriv_basis_const_on_cell h
    have e := integral_deriv_basis_mul_step hk (g := deriv (basis l m)) (c₁ := c) (c₂ := c)
      (fun x a b => hc x a (by linarith)) (fun x a b => hc x (by linarith) b)
    rw [stiffness, e]
    ring
  by_cases h : j = l ∧ k = m
  · rw [if_pos h]
    obtain ⟨rfl, rfl⟩ := h
    have e := integral_deriv_basis_mul_step hk (g := deriv (basis j k))
      (fun x => (deriv_basis j k x).1) (fun x => (deriv_basis j k x).2.1)
    rw [stiffness, e]
    have hs : √((2 : ℝ) ^ j) * √(2 ^ j) = 2 ^ j := Real.mul_self_sqrt (by positivity)
    have h4 : (4 : ℝ) ^ (j + 1) = 4 * (2 ^ j * 2 ^ j) := by
      rw [show (4 : ℝ) = 2 * 2 by norm_num, pow_succ, mul_pow]; ring
    linear_combination 4 * 2 ^ j * hs - h4
  · rw [if_neg h]
    rcases lt_trichotomy l j with c | c | c
    · exact key hk (Or.inl c)
    · exact key hk (Or.inr ⟨c, fun hkm => h ⟨c.symm, hkm⟩⟩)
    · have sym : stiffness j k l m = stiffness l m j k :=
        intervalIntegral.integral_congr (fun x _ => mul_comm _ _)
      rw [sym]
      exact key hm (Or.inl c)

/-- Scaling each basis function by `2^(-j)` turns the multilevel Laplacian matrix into four
times the identity, for any number of levels. -/
theorem scaled_stiffnessMatrix (J : ℕ) :
    Matrix.diagonal (fun p : Index J => ((2 : ℝ) ^ (p.1 : ℕ))⁻¹) * stiffnessMatrix J *
      Matrix.diagonal (fun p : Index J => ((2 : ℝ) ^ (p.1 : ℕ))⁻¹) =
      (4 : ℝ) • (1 : Matrix (Index J) (Index J) ℝ) := by
  ext p q
  rw [Matrix.mul_diagonal, Matrix.diagonal_mul, Matrix.smul_apply, smul_eq_mul]
  by_cases h : p = q
  · subst h
    have e : stiffnessMatrix J p p = 4 ^ ((p.1 : ℕ) + 1) :=
      (stiffness_eq p.2.isLt p.2.isLt).trans (if_pos ⟨rfl, rfl⟩)
    have h4 : (4 : ℝ) ^ ((p.1 : ℕ) + 1) = 4 * (2 ^ (p.1 : ℕ) * 2 ^ (p.1 : ℕ)) := by
      rw [show (4 : ℝ) = 2 * 2 by norm_num, pow_succ, mul_pow]; ring
    rw [e, h4, Matrix.one_apply_eq]
    have hp : (2 : ℝ) ^ (p.1 : ℕ) ≠ 0 := by positivity
    generalize (2 : ℝ) ^ (p.1 : ℕ) = P at hp
    have hi : P⁻¹ * P = 1 := inv_mul_cancel₀ hp
    calc P⁻¹ * (4 * (P * P)) * P⁻¹ = 4 * ((P⁻¹ * P) * (P⁻¹ * P)) := by ring
      _ = 4 * 1 := by rw [hi, one_mul]
  · have e : stiffnessMatrix J p q = 0 := by
      refine (stiffness_eq p.2.isLt q.2.isLt).trans (if_neg ?_)
      rcases p with ⟨⟨j, hj⟩, ⟨k, hk⟩⟩
      rcases q with ⟨⟨l, hl⟩, ⟨m, hm⟩⟩
      rintro ⟨h1, h2⟩
      have h1' : j = l := h1
      have h2' : k = m := h2
      subst h1'
      subst h2'
      exact h rfl
    rw [e, Matrix.one_apply_ne h, mul_zero, zero_mul, mul_zero]

/-- The Laplacian pairing of a continuously differentiable function with a basis function is a
multiple of the second difference of its values at the midpoint and the two ends of the cell. -/
theorem hierarchical_surplus {j k : ℕ} (hk : k < 2 ^ j) {u u' : ℝ → ℝ}
    (hu : ∀ x, HasDerivAt u (u' x) x) (hc : Continuous u') :
    ∫ x in (0 : ℝ)..1, deriv (basis j k) x * u' x = √(2 ^ j) * (2 * 2 ^ j) *
      (2 * u (node j (k + 1 / 2)) - u (node j k) - u (node j (k + 1))) := by
  rw [integral_deriv_basis_mul hk (hc.intervalIntegrable _ _) (hc.intervalIntegrable _ _),
    intervalIntegral.integral_eq_sub_of_hasDerivAt (fun x _ => hu x)
      (hc.intervalIntegrable _ _),
    intervalIntegral.integral_eq_sub_of_hasDerivAt (fun x _ => hu x)
      (hc.intervalIntegrable _ _)]
  ring

end

end MultilevelHatBasis
```

```lean
#print axioms MultilevelHatBasis.scaled_stiffnessMatrix
-- 'MultilevelHatBasis.scaled_stiffnessMatrix' depends on axioms: [propext, Classical.choice, Quot.sound]
#print axioms MultilevelHatBasis.hierarchical_surplus
-- 'MultilevelHatBasis.hierarchical_surplus' depends on axioms: [propext, Classical.choice, Quot.sound]
```

## From slopes to the matrix identity

`hasDerivAt_hat` finds the three slopes of L by replacing it near each point with a linear function, and `deriv_basis` applies the chain rule. `integral_deriv_basis_mul` cuts [0,1] into the two halves of the cell and the regions on either side. `integral_piece` replaces the integrand on each, and `linear_combination` adds the results. `integral_deriv_basis_mul_step` inserts the constants c₁ and c₂.

The kink argument is `deriv_basis_const_on_cell`. It writes j = l + d + 1 and finds the coarse half-cell q = `k / 2 ^ d` that contains the fine cell. This half-cell lies left of the support of f_lm, in one of its halves, or to the right; `omega` supplies these four cases.

In `stiffness_eq`, the local statement `key` covers coarser and same-level partners, and symmetry covers finer ones. The matrix identity is then checked entry by entry. The surplus formula follows from the fundamental theorem of calculus on each half-cell.

## Step functions as the starting point

The slopes could also have been defined directly as step functions, which are multiples of Haar wavelets. That would remove the differentiation lemmas, but the theorem would then concern the Haar functions alone, and their link to the hats would need a separate proof.
